# Accelerated Bloch waves of a finite-range hopping chain recur when $FT=2\pi$, up to a factor independent of $k$

Take one particle on the integers with nearest-neighbour hopping $-J$, $J$ real, and a potential $Fx$ with $F\neq0$. Units have $\hbar=1$ and lattice spacing 1, so $F$ is an energy per site. The band is $E(k)=-2J\cos k$, and the function

$$\psi(x,t)=e^{i(k-Ft)x}\,\exp\!\Big(\frac{2iJ}{F}\big[\sin k-\sin(k-Ft)\big]\Big)$$

solves the Schrödinger equation. The potential lowers the momentum at the constant rate $F$. When $Ft=2\pi$, the momentum has crossed the Brillouin zone once, the bracket vanishes, and $\psi$ is back at its initial value on every site. An on-site energy $\varepsilon$ changes only the overall phase, by $e^{-2\pi i\varepsilon/F}$ over that time.

## The identity for any finite hopping range

Let $h(r)$ be hopping amplitudes, nonzero for finitely many integers $r$, and set

$$(H\psi)(x)=\sum_r h(r)\,\psi(x+r),\qquad E(k)=\sum_r h(r)\,e^{ikr}.$$

With $(X\psi)(x)=x\,\psi(x)$, the accelerated Bloch wave

$$\psi(x,t)=e^{i(k-Ft)x}\,e^{-i\theta(t)},\qquad \theta(t)=\int_0^t E(k-Fs)\,ds,$$

satisfies $i\,\partial_t\psi=(H+FX)\psi$. If $FT=2\pi$, then

$$\psi(x,t+T)=e^{-2\pi i h(0)/F}\,\psi(x,t)$$

for all $t$ and $x$. This is the Bloch oscillation of a non-interacting particle in a single one-dimensional band.

## Stepping the momentum in a periodic cell

The potential $Fx$ does not fit into a Born-von Karman cell, because it jumps at the boundary. Writing $\psi(x,t)=e^{-iFtx}\varphi(x,t)$ removes it: $\varphi$ obeys a Schrödinger equation with hopping amplitudes $h(r)e^{-iFtr}$ and no linear potential. A code can therefore keep a fixed grid of $k$ and multiply each Fourier component of $\varphi$, at every time step $\Delta t$, by

$$\exp\!\big(-i\,\Delta t\,E(k-F(t+\Delta t/2))\big).$$

The recurrence gives such a propagator a known answer after one period.

The terms of $E$ with $r\neq0$ integrate to zero over a period, as the next section shows. This cancellation has a discrete version, which limits what the comparison can detect. Divide the period into $M$ equal steps, with $M$ larger than every $|r|$ for which $h(r)\neq0$. The midpoint sum of $e^{ir(k-Fs)}$ is then a geometric sum over roots of unity and vanishes for each such $r\neq0$. The accumulated phase is exactly $T h(0)$, however coarse the steps otherwise are. Agreement after a full period therefore does not test the time-step error. Nor does it test the sign of $F$ in the momentum shift or the values of $h(r)$ for these $r\neq0$, because the sums still cancel when those are wrong. Comparison at intermediate times can reveal such errors. The Lean file has no theorem for this discrete statement.

## Why only the on-site term survives a period

**Plane waves.** For any momentum $q$,

$$\sum_r h(r)e^{iq(x+r)}=\Big(\sum_r h(r)e^{iqr}\Big)e^{iqx}=E(q)\,e^{iqx}.$$

**The equation of motion.** The moving plane wave contributes $-iFx$ to the logarithmic time derivative, and the dynamical phase contributes $-iE(k-Ft)$. Hence

$$i\,\partial_t\psi=\big(Fx+E(k-Ft)\big)\psi.$$

The factor $e^{-i\theta(t)}$ does not depend on $x$, so $H\psi=E(k-Ft)\psi$, and the right-hand side is $(H+FX)\psi$.

**The phase over one period.** Let $FT=2\pi$. For $r\neq0$,

$$\int_t^{t+T}e^{ir(k-Fs)}ds=\frac{e^{ir(k-Ft-2\pi)}-e^{ir(k-Ft)}}{-irF}=0.$$

The term $r=0$ gives $T$, so $\theta(t+T)-\theta(t)=T h(0)=2\pi h(0)/F$.

**The recurrence.** Since $x$ is an integer, $e^{i(k-Ft-2\pi)x}=e^{i(k-Ft)x}$. Only the factor $e^{-2\pi i h(0)/F}$ remains. It does not contain $k$, so by linearity every finite superposition of accelerated waves solves the equation and recurs with the same factor.

**No earlier recurrence of a single wave.** Suppose $\psi(x,t)=c\,\psi(x,0)$ for all $x$. Site $0$ gives $c=e^{-i\theta(t)}$. Site $1$ then gives $e^{i(k-Ft)}=e^{ik}$, so $Ft$ is an integer multiple of $2\pi$. Conversely, at such a time the plane wave has returned and $c=e^{-i\theta(t)}$ works.

**The integrated velocity.** With $v=E'$, the chain rule gives $\frac{d}{ds}E(k-Fs)=-F\,v(k-Fs)$. Integrating from $0$ to $t$,

$$F\int_0^t v(k-Fs)\,ds=E(k)-E(k-Ft).$$

For a real band, the semiclassical displacement is therefore at most the bandwidth divided by $|F|$.

## The Lean file and its route through the calculation

`hop_planeWave` is the eigenvalue equation, and `hasDerivAt_planeWave` differentiates the moving plane wave. `hasDerivAt_dispersion` applies the latter with $F=-1$ and initial momentum $0$ to obtain $E'=v$ term by term; continuity of $E$ along the path follows.

In `integral_dispersion_period`, the fundamental theorem of calculus gives $-iFr$ times the integral of a harmonic as a difference of equal endpoint values. The proof cancels the nonzero prefactor instead of dividing by it. `Finset.sum_eq_single` then keeps the term $r=0$, including the case $h(0)=0$, where that term is absent from the support.

The first half of `bloch_oscillation` combines the product rule with the derivative of the phase integral, then rewrites with `hop_planeWave`. The second half splits the integral at $t$ and inserts the one-period value. `packet_oscillation` multiplies these results by the amplitudes and sums, exchanging the sums over hops and over momenta. `recurrence_iff` compares sites $0$ and $1$ as above, and `integral_groupVelocity` integrates the chain rule.

```lean
import Mathlib

open Complex
open scoped Real

namespace BlochOscillation

noncomputable section

/-- The lattice plane wave `exp (i k x)` on the integers. -/
def planeWave (k : ℝ) (x : ℤ) : ℂ := exp (I * (k : ℂ) * (x : ℂ))

/-- Finite-range hopping: `h r` is the amplitude connecting site `x` to site `x + r`. -/
def hop (h : ℤ →₀ ℂ) (ψ : ℤ → ℂ) (x : ℤ) : ℂ :=
  ∑ r ∈ h.support, h r * ψ (x + r)

/-- The dispersion `E(k)`, the Fourier sum of the hopping amplitudes. -/
def dispersion (h : ℤ →₀ ℂ) (k : ℝ) : ℂ :=
  ∑ r ∈ h.support, h r * planeWave k r

/-- The group velocity, written as a Fourier sum. -/
def groupVelocity (h : ℤ →₀ ℂ) (k : ℝ) : ℂ :=
  ∑ r ∈ h.support, h r * (I * (r : ℂ) * planeWave k r)

/-- The Hamiltonian `H + F X`: hopping plus a linear potential. -/
def tilted (h : ℤ →₀ ℂ) (F : ℝ) (ψ : ℤ → ℂ) (x : ℤ) : ℂ :=
  hop h ψ x + (F : ℂ) * (x : ℂ) * ψ x

/-- The accelerated Bloch wave: a plane wave of momentum `k - F t` times its dynamical phase. -/
def accelerated (h : ℤ →₀ ℂ) (F k t : ℝ) (x : ℤ) : ℂ :=
  planeWave (k - F * t) x * exp (-I * ∫ s in (0 : ℝ)..t, dispersion h (k - F * s))

/-- A finite superposition of accelerated Bloch waves with amplitudes `c` and momenta `k`. -/
def packet {ι : Type*} (h : ℤ →₀ ℂ) (F : ℝ) (s : Finset ι) (c : ι → ℂ) (k : ι → ℝ)
    (t : ℝ) (x : ℤ) : ℂ :=
  ∑ j ∈ s, c j * accelerated h F (k j) t x

/-- The time derivative of a plane wave whose momentum moves as `k - F t`. -/
theorem hasDerivAt_planeWave (F k t : ℝ) (x : ℤ) :
    HasDerivAt (fun s : ℝ => planeWave (k - F * s) x)
      (-(I * (F : ℂ) * (x : ℂ)) * planeWave (k - F * t) x) t := by
  have h0 : HasDerivAt (fun s : ℝ => k - F * s) (-F) t := by
    simpa using ((hasDerivAt_id t).const_mul F).const_sub k
  have h1 : HasDerivAt (fun s : ℝ => ((k - F * s : ℝ) : ℂ)) ((-F : ℝ) : ℂ) t :=
    h0.ofReal_comp
  have h2 := ((h1.const_mul I).mul_const (x : ℂ)).cexp
  unfold planeWave
  refine h2.congr_deriv ?_
  push_cast
  ring

/-- Lattice plane waves are unchanged when the momentum is lowered by `2 π`. -/
theorem planeWave_sub_two_pi (q : ℝ) (x : ℤ) :
    planeWave (q - 2 * π) x = planeWave q x := by
  unfold planeWave
  refine Complex.exp_eq_exp_iff_exists_int.mpr ⟨-x, ?_⟩
  push_cast
  ring

/-- A plane wave is an eigenfunction of the hopping operator with eigenvalue `E(k)`. -/
theorem hop_planeWave (h : ℤ →₀ ℂ) (k : ℝ) (x : ℤ) :
    hop h (planeWave k) x = dispersion h k * planeWave k x := by
  unfold hop dispersion
  rw [Finset.sum_mul]
  refine Finset.sum_congr rfl fun r _ => ?_
  unfold planeWave
  have e : I * (k : ℂ) * ((x + r : ℤ) : ℂ) = I * k * r + I * k * x := by
    push_cast
    ring
  rw [e, Complex.exp_add]
  ring

/-- The group velocity is the derivative of the dispersion with respect to momentum. -/
theorem hasDerivAt_dispersion (h : ℤ →₀ ℂ) (k : ℝ) :
    HasDerivAt (dispersion h) (groupVelocity h k) k := by
  have hr : ∀ r : ℤ, HasDerivAt (fun q : ℝ => planeWave q r)
      (I * (r : ℂ) * planeWave k r) k := by
    intro r
    simpa using hasDerivAt_planeWave (-1) 0 k r
  show HasDerivAt (fun q : ℝ => ∑ r ∈ h.support, h r * planeWave q r)
    (∑ r ∈ h.support, h r * (I * (r : ℂ) * planeWave k r)) k
  exact HasDerivAt.fun_sum fun r _ => (hr r).const_mul (h r)

/-- The energy along the path `k - F t` is a continuous function of time. -/
theorem continuous_dispersion (h : ℤ →₀ ℂ) (F k : ℝ) :
    Continuous (fun s : ℝ => dispersion h (k - F * s)) := by
  have hc : Continuous (dispersion h) :=
    continuous_iff_continuousAt.mpr fun q => (hasDerivAt_dispersion h q).continuousAt
  exact hc.comp (by fun_prop)

/-- Over a time `T` with `F T = 2 π`, the energy integrates to `T` times the on-site term `h 0`. -/
theorem integral_dispersion_period (h : ℤ →₀ ℂ) (F k t T : ℝ) (hT : F * T = 2 * π) :
    ∫ s in t..(t + T), dispersion h (k - F * s) = (T : ℂ) * h 0 := by
  have hF : F ≠ 0 := by
    rintro rfl
    have := Real.pi_pos
    linarith
  have hc : ∀ r : ℤ, Continuous (fun s : ℝ => planeWave (k - F * s) r) := fun r =>
    continuous_iff_continuousAt.mpr fun s => (hasDerivAt_planeWave F k s r).continuousAt
  -- every harmonic with r ≠ 0 averages to zero
  have hz : ∀ r : ℤ, r ≠ 0 → ∫ s in t..(t + T), planeWave (k - F * s) r = 0 := by
    intro r hr
    have key := intervalIntegral.integral_eq_sub_of_hasDerivAt (a := t) (b := t + T)
      (fun s _ => hasDerivAt_planeWave F k s r)
      ((continuous_const.mul (hc r)).intervalIntegrable _ _)
    have e : k - F * (t + T) = k - F * t - 2 * π := by linear_combination -hT
    rw [intervalIntegral.integral_const_mul, e, planeWave_sub_two_pi, sub_self] at key
    refine (mul_eq_zero.mp key).resolve_left ?_
    exact neg_ne_zero.mpr (mul_ne_zero (mul_ne_zero I_ne_zero (by exact_mod_cast hF))
      (by exact_mod_cast hr))
  unfold dispersion
  have hi : ∀ r ∈ h.support, IntervalIntegrable
      (fun s : ℝ => h r * planeWave (k - F * s) r) MeasureTheory.volume t (t + T) :=
    fun r _ => ((hc r).intervalIntegrable t (t + T)).const_mul (h r)
  rw [intervalIntegral.integral_finsetSum hi]
  rw [Finset.sum_eq_single (0 : ℤ)]
  · simp [planeWave, mul_comm]
  · intro r _ hr
    rw [intervalIntegral.integral_const_mul, hz r hr, mul_zero]
  · intro h0
    simp [Finsupp.notMem_support_iff.mp h0]

/-- Bloch oscillation: the accelerated Bloch wave solves `i dψ/dt = (H + F X) ψ`, and after a
time `T` with `F T = 2 π` it recurs up to the factor `exp (-2 π i h(0) / F)`. -/
theorem bloch_oscillation (h : ℤ →₀ ℂ) (F k : ℝ) :
    (∀ t x, HasDerivAt (fun s : ℝ => accelerated h F k s x)
      (-I * tilted h F (accelerated h F k t) x) t) ∧
    ∀ T : ℝ, F * T = 2 * π → ∀ t x, accelerated h F k (t + T) x =
      exp (-(2 * π * I * h 0 / F)) * accelerated h F k t x := by
  have hc := continuous_dispersion h F k
  refine ⟨fun t x => ?_, fun T hT t x => ?_⟩
  · -- the hopping operator acts as multiplication by the instantaneous energy
    have e : hop h (accelerated h F k t) x = hop h (planeWave (k - F * t)) x *
        exp (-I * ∫ s in (0 : ℝ)..t, dispersion h (k - F * s)) := by
      simp only [hop, accelerated, Finset.sum_mul, mul_assoc]
    have hi := (hc.integral_hasStrictDerivAt 0 t).hasDerivAt
    have hd := (hasDerivAt_planeWave F k t x).fun_mul (hi.const_mul (-I)).cexp
    refine hd.congr_deriv ?_
    rw [tilted, e, hop_planeWave, accelerated]
    ring
  · have hF : (F : ℂ) ≠ 0 := by
      intro h0
      have h1 : F = 0 := by exact_mod_cast h0
      rw [h1, zero_mul] at hT
      have := Real.pi_pos
      linarith
    have hTc : (F : ℂ) * T = 2 * π := by exact_mod_cast hT
    have hT' : (T : ℂ) = 2 * π / F := by
      rw [eq_div_iff hF, mul_comm]
      exact hTc
    have e : k - F * (t + T) = k - F * t - 2 * π := by linear_combination -hT
    unfold accelerated
    -- split off the phase collected during the last period
    rw [← intervalIntegral.integral_add_adjacent_intervals (hc.intervalIntegrable 0 t)
      (hc.intervalIntegrable t (t + T)), integral_dispersion_period h F k t T hT, e,
      planeWave_sub_two_pi, mul_add, Complex.exp_add, hT']
    have e2 : -I * (2 * (π : ℂ) / F * h 0) = -(2 * π * I * h 0 / F) := by ring
    rw [e2]
    ring

/-- Every finite superposition of accelerated Bloch waves solves the same Schrödinger equation
and recurs with the same factor. -/
theorem packet_oscillation {ι : Type*} (h : ℤ →₀ ℂ) (F : ℝ) (s : Finset ι) (c : ι → ℂ)
    (k : ι → ℝ) :
    (∀ t x, HasDerivAt (fun u : ℝ => packet h F s c k u x)
      (-I * tilted h F (packet h F s c k t) x) t) ∧
    ∀ T : ℝ, F * T = 2 * π → ∀ t x, packet h F s c k (t + T) x =
      exp (-(2 * π * I * h 0 / F)) * packet h F s c k t x := by
  refine ⟨fun t x => ?_, fun T hT t x => ?_⟩
  · have hd := HasDerivAt.fun_sum (u := s) fun j _ =>
      ((bloch_oscillation h F (k j)).1 t x).const_mul (c j)
    refine hd.congr_deriv ?_
    simp only [tilted, hop, packet, mul_add, Finset.mul_sum, Finset.sum_add_distrib]
    congr 1
    · rw [Finset.sum_comm]
      exact Finset.sum_congr rfl fun r _ => Finset.sum_congr rfl fun j _ => by ring
    · exact Finset.sum_congr rfl fun j _ => by ring
  · unfold packet
    rw [Finset.mul_sum]
    refine Finset.sum_congr rfl fun j _ => ?_
    rw [(bloch_oscillation h F (k j)).2 T hT t x]
    ring

/-- An accelerated Bloch wave is proportional to its initial state exactly at the times when
`F t` is an integer multiple of `2 π`. -/
theorem recurrence_iff (h : ℤ →₀ ℂ) (F k t : ℝ) :
    (∃ c : ℂ, ∀ x, accelerated h F k t x = c * accelerated h F k 0 x) ↔
      ∃ n : ℤ, F * t = 2 * π * n := by
  constructor
  · rintro ⟨c, hc⟩
    -- site 0 fixes the factor, site 1 then compares the momenta
    have h0 := hc 0
    have h1 := hc 1
    simp only [accelerated, intervalIntegral.integral_same, mul_zero, Complex.exp_zero,
      mul_one, sub_zero] at h0 h1
    have p0 : ∀ q : ℝ, planeWave q 0 = 1 := fun q => by simp [planeWave]
    rw [p0, p0, one_mul, mul_one] at h0
    rw [← h0, mul_comm] at h1
    have h2 := mul_left_cancel₀ (Complex.exp_ne_zero _) h1
    unfold planeWave at h2
    obtain ⟨n, hn⟩ := Complex.exp_eq_exp_iff_exists_int.mp h2
    refine ⟨-n, ?_⟩
    have h3 : ((F * t : ℝ) : ℂ) = ((2 * π * ((-n : ℤ) : ℝ) : ℝ) : ℂ) := by
      apply mul_left_cancel₀ I_ne_zero
      push_cast at hn ⊢
      linear_combination -hn
    exact Complex.ofReal_injective h3
  · rintro ⟨n, hn⟩
    have hn' : (F : ℂ) * t = 2 * π * n := by exact_mod_cast hn
    have e : planeWave (k - F * t) = planeWave k := by
      funext x
      unfold planeWave
      refine Complex.exp_eq_exp_iff_exists_int.mpr ⟨-(n * x), ?_⟩
      push_cast
      linear_combination (-I * (x : ℂ)) * hn'
    refine ⟨exp (-I * ∫ s in (0 : ℝ)..t, dispersion h (k - F * s)), fun x => ?_⟩
    simp only [accelerated, intervalIntegral.integral_same, mul_zero, Complex.exp_zero,
      mul_one, sub_zero, e]
    ring

/-- `F` times the time-integrated group velocity equals the band energy at the initial momentum
minus that at the final momentum. -/
theorem integral_groupVelocity (h : ℤ →₀ ℂ) (F k t : ℝ) :
    (F : ℂ) * ∫ s in (0 : ℝ)..t, groupVelocity h (k - F * s) =
      dispersion h k - dispersion h (k - F * t) := by
  have hv : Continuous (fun s : ℝ => groupVelocity h (k - F * s)) := by
    unfold groupVelocity planeWave
    exact continuous_finsetSum _ fun r _ => by fun_prop
  have hd : ∀ s : ℝ, HasDerivAt (fun u : ℝ => dispersion h (k - F * u))
      (-(F : ℂ) * groupVelocity h (k - F * s)) s := by
    intro s
    have h0 : HasDerivAt (fun u : ℝ => k - F * u) (-F) s := by
      simpa using ((hasDerivAt_id s).const_mul F).const_sub k
    refine ((hasDerivAt_dispersion h (k - F * s)).scomp s h0).congr_deriv ?_
    rw [Complex.real_smul, Complex.ofReal_neg]
  have key := intervalIntegral.integral_eq_sub_of_hasDerivAt (a := 0) (b := t)
    (fun s _ => hd s) ((continuous_const.mul hv).intervalIntegrable _ _)
  rw [intervalIntegral.integral_const_mul, mul_zero, sub_zero] at key
  linear_combination -key

end

end BlochOscillation
```

```lean
#print axioms BlochOscillation.packet_oscillation
-- 'BlochOscillation.packet_oscillation' depends on axioms: [propext, Classical.choice, Quot.sound]
#print axioms BlochOscillation.recurrence_iff
-- 'BlochOscillation.recurrence_iff' depends on axioms: [propext, Classical.choice, Quot.sound]
#print axioms BlochOscillation.integral_groupVelocity
-- 'BlochOscillation.integral_groupVelocity' depends on axioms: [propext, Classical.choice, Quot.sound]
```

## What the theorems guarantee for a code, and where they stop

The type `ℤ →₀ ℂ` of `h` encodes finite range: a complex function on the integers with finite support. `hop` is $H$, `tilted` is $H+FX$, and `accelerated h F k t x` is $\psi(x,t)$. The slope $F$ of the potential, the momentum and the time are real numbers. The Schrödinger equation appears as a `HasDerivAt` statement with derivative `-I * tilted ...`, which is $\partial_t\psi=-i(H+FX)\psi$ at each site and each time.

The sign convention matters when comparing with a code. The potential is $+Fx$, so the mechanical force is $-F$ and the momentum moves as $k-Ft$. The period enters as the hypothesis `F * T = 2 * π`, which forces $F\neq0$. For negative $F$ it makes $T$ negative; because the recurrence holds at every $t$, it can be read backwards, and the forward period is $2\pi/|F|$. The differential equation itself also holds at $F=0$.

Hermiticity, $h(-r)=\overline{h(r)}$, is not assumed. With it, $h(0)$ is real and the recurrence factor is a pure phase. Without it, the factor can have modulus different from 1, which describes net gain or loss over a period.

In `packet`, the finite set `s` labels the waves, with amplitudes `c` and momenta `k`. The converse direction, that recurrence happens only when $Ft$ is a multiple of $2\pi$, is stated for a single wave and not for such sums.

Several things are left open:

- The equation holds site by site on the infinite chain. Plane waves and their nonzero finite sums are not square-summable, so localised packets, which need an integral over $k$, are not covered.
- The theorems do not show that the solution is unique, and they do not treat $H+FX$ as a self-adjoint operator.
- `groupVelocity` is the derivative of the band. No theorem relates its time integral to the mean position of a wave packet.
- There is one band, so tunnelling between bands is absent by construction, as are interactions, disorder and scattering.
- The arithmetic is exact. Rounding and the error of a particular integrator have to be assessed separately.
